# Gaussian eigenfunction and quadratic energy error of the symmetric imaginary-time step for the harmonic oscillator

The imaginary-time step is modelled as an integral operator on functions $\mathbb R\to\mathbb R$, not as a product of exponentials of unbounded operators on a Hilbert space. The Hamiltonian behind it is $H=p^2/2+x^2/2$, with $\hbar$, mass and oscillator frequency set to one, and $\tau>0$ is the time step.

```lean
import Mathlib

open Real MeasureTheory Filter Topology

namespace SplitOscillatorProjection

noncomputable section
```

Free diffusion for a time $\tau$, formally $e^{-\tau p^2/2}$, is convolution with the normalised Gaussian of variance $\tau$.

```lean
/-- The normalised Gaussian of variance `τ`, the free diffusion kernel, for `τ > 0`. -/
def heatKernel (τ z : ℝ) : ℝ := exp (-(z ^ 2 / (2 * τ))) / √(2 * π * τ)
```

The step $S_\tau$, in Lean `step τ`, places this convolution between two half potential factors:

$$(S_\tau f)(x)=e^{-\tau x^2/4}\int\frac{e^{-(x-y)^2/(2\tau)}}{\sqrt{2\pi\tau}}\,e^{-\tau y^2/4}f(y)\,dy .$$

Lean gives a non-integrable integrand the integral zero, but every integral evaluated below has an integrable Gaussian as its integrand.

```lean
/-- One symmetric imaginary-time step for the potential `x ^ 2 / 2`: half a potential factor,
free diffusion for a time `τ > 0`, half a potential factor. -/
def step (τ : ℝ) (f : ℝ → ℝ) (x : ℝ) : ℝ :=
  exp (-(τ * x ^ 2 / 4)) * ∫ y, heatKernel τ (x - y) * (exp (-(τ * y ^ 2 / 4)) * f y)
```

In a diffusion Monte Carlo code without importance sampling, a walker at $y$ moves to $x=y+\sqrt\tau\,\xi$, with $\xi$ a standard normal random number, and its weight is multiplied by $e^{-\tau(x^2+y^2)/4}$. Codes usually include a further factor $e^{\tau E_T}$, the same for every walker, with $E_T$ a trial energy that is adjusted during the run to keep the population steady.

Three more definitions are needed: the exponent $a=\sqrt{1+\tau^2/4}$ (`width τ`), the packet $g_s(x)=e^{-ax^2/2+sx}$ with real source $s$ (`packet τ s`), which is a Gaussian centred at $s/a$ with standard deviation $1/\sqrt a$ (so a larger `width τ` means a narrower packet), and the frequency $w_\tau=2\,\mathrm{arsinh}(\tau/2)/\tau$ (`freq τ`).

```lean
/-- The Gaussian exponent `a = √(1 + τ² / 4)`. -/
def width (τ : ℝ) : ℝ := √(1 + τ ^ 2 / 4)

/-- The Gaussian of exponent `a` with a linear source `s`, that is `exp (-a x² / 2 + s x)`. -/
def packet (τ s : ℝ) : ℝ → ℝ := fun x => exp (-(width τ * x ^ 2 / 2) + s * x)

/-- The frequency `w = 2 arsinh (τ / 2) / τ` of the split step, for `τ ≠ 0`. -/
def freq (τ : ℝ) : ℝ := 2 * arsinh (τ / 2) / τ
```

## (a) The exponent per step

Show that, for $\tau>0$,

$$\tau w_\tau=2\,\mathrm{arsinh}(\tau/2).$$

Multiply the definition of $w_\tau$ by $\tau\neq0$.

```lean
lemma mul_freq {τ : ℝ} (hτ : 0 < τ) : τ * freq τ = 2 * arsinh (τ / 2) := by
  unfold freq
  field_simp
```

## (b) The frequency from a hyperbolic cosine

Show that, for $\tau>0$ and real $w$,

$$w>0\ \text{ and }\ \cosh(\tau w)=1+\tfrac{\tau^2}{2}\iff w=w_\tau .$$

Put $u=\tau w/2$. Since $\cosh 2u=1+2\sinh^2u$, the relation says $\sinh^2u=\tau^2/4$. If $w>0$, then $\sinh u>0$, so $\sinh u=\tau/2$ and $u=\mathrm{arsinh}(\tau/2)$, which is $w=w_\tau$. Conversely, $w_\tau$ is positive because $\mathrm{arsinh}(\tau/2)$ is, and the same identity returns the relation.

In Lean, `h0` factorises the difference of squares, and positivity excludes the negative root.

```lean
/-- For `τ > 0`, the frequency of the split step is the one positive solution `w` of
`cosh (τ w) = 1 + τ² / 2`. -/
theorem freq_iff {τ w : ℝ} (hτ : 0 < τ) :
    (0 < w ∧ cosh (τ * w) = 1 + τ ^ 2 / 2) ↔ w = freq τ := by
  constructor
  · rintro ⟨hw, hc⟩
    -- the half-angle formula turns the relation into sinh (τ w / 2) = τ / 2
    rw [show τ * w = 2 * (τ * w / 2) by ring, cosh_two_mul, cosh_sq] at hc
    have hpos : 0 < sinh (τ * w / 2) := Real.sinh_pos_iff.2 (by positivity)
    have h0 : (sinh (τ * w / 2) - τ / 2) * (sinh (τ * w / 2) + τ / 2) = 0 := by
      linear_combination hc / 2
    have hs : sinh (τ * w / 2) = τ / 2 := by
      rcases mul_eq_zero.1 h0 with h | h <;> linarith
    have ha : arsinh (τ / 2) = τ * w / 2 := by rw [← hs, Real.arsinh_sinh]
    unfold freq
    rw [ha]
    field_simp
  · rintro rfl
    refine ⟨div_pos (mul_pos two_pos (Real.arsinh_pos_iff.2 (half_pos hτ))) hτ, ?_⟩
    rw [mul_freq hτ, cosh_two_mul, cosh_sq, Real.sinh_arsinh]
    ring
```

## (c) The exponentials of $\pm\tau w_\tau$

Show that

$$e^{\pm\tau w_\tau}=1+\tfrac{\tau^2}{2}\pm\tau a .$$

From $e^{\mathrm{arsinh}\,z}=z+\sqrt{1+z^2}$ at $z=\tau/2$ and part (a),

$$e^{\tau w_\tau}=\left(\tfrac\tau2+a\right)^2=\tfrac{\tau^2}{4}+\tau a+a^2=1+\tfrac{\tau^2}{2}+\tau a .$$

The other expression is the reciprocal, because

$$\left(1+\tfrac{\tau^2}{2}\right)^2-\tau^2a^2=1+\tau^2+\tfrac{\tau^4}{4}-\tau^2-\tfrac{\tau^4}{4}=1 .$$

The two `linear_combination` calls on `hsq`, which is $a^2=1+\tau^2/4$, check these two computations.

```lean
/-- For `τ > 0`, `exp (± τ w) = 1 + τ² / 2 ± τ a`, where `w = freq τ` and `a = width τ`. -/
theorem exp_freq {τ : ℝ} (hτ : 0 < τ) :
    exp (τ * freq τ) = 1 + τ ^ 2 / 2 + τ * width τ ∧
      exp (-(τ * freq τ)) = 1 + τ ^ 2 / 2 - τ * width τ := by
  have hsq : width τ ^ 2 = 1 + τ ^ 2 / 4 := Real.sq_sqrt (by positivity)
  have hw : √(1 + (τ / 2) ^ 2) = width τ := by
    unfold width
    congr 1
    ring
  have h1 : exp (τ * freq τ) = 1 + τ ^ 2 / 2 + τ * width τ := by
    rw [mul_freq hτ, two_mul, Real.exp_add, Real.exp_arsinh, hw]
    linear_combination hsq
  refine ⟨h1, ?_⟩
  rw [Real.exp_neg, h1]
  exact inv_eq_of_mul_eq_one_right (by linear_combination (-τ ^ 2) * hsq)
```

## (d) A Gaussian integral with a source

Show that, for $v>0$ and real $B$,

$$\int e^{-y^2/(2v)+By}\,dy=\sqrt{2\pi v}\;e^{vB^2/2}.$$

Complete the square:

$$-\frac{y^2}{2v}+By=-\frac{(y-vB)^2}{2v}+\frac{vB^2}{2}.$$

Shifting $y$ by $vB$ leaves the standard Gaussian integral. These are `h` and `hshift` in the proof.

```lean
/-- The integral of a Gaussian of variance `v` with a linear source `B`. -/
theorem integral_gaussian_source {v : ℝ} (hv : 0 < v) (B : ℝ) :
    ∫ y : ℝ, exp (-(y ^ 2 / (2 * v)) + B * y) = √(2 * π * v) * exp (v * B ^ 2 / 2) := by
  -- complete the square, then shift the integration variable
  have h : ∀ y : ℝ, exp (-(y ^ 2 / (2 * v)) + B * y) =
      exp (v * B ^ 2 / 2) * exp (-(1 / (2 * v)) * (y - v * B) ^ 2) := by
    intro y
    rw [← Real.exp_add]
    congr 1
    field_simp
    ring
  have hshift : ∫ y : ℝ, exp (-(1 / (2 * v)) * (y - v * B) ^ 2) =
      ∫ y : ℝ, exp (-(1 / (2 * v)) * y ^ 2) :=
    integral_sub_right_eq_self (fun y : ℝ => exp (-(1 / (2 * v)) * y ^ 2)) (v * B)
  have hc : π / (1 / (2 * v)) = 2 * π * v := by
    rw [div_div_eq_mul_div, div_one]
    ring
  simp only [h]
  rw [integral_const_mul, hshift, integral_gaussian, hc, mul_comm]
```

## (e) One step applied to a displaced packet

With $r=e^{-\tau w_\tau}$, show that

$$S_\tau g_s=e^{-\tau w_\tau/2}\,e^{s^2\tau r/2}\,g_{sr}.$$

The exponent under the integral is

$$-\frac{x^2}{2\tau}-\frac{y^2}{2}\left(\frac1\tau+\frac\tau2+a\right)+\left(\frac x\tau+s\right)y .$$

By (c), the bracket multiplying $y^2/2$ equals $1/(\tau r)$. This is `hint`, and (d) applies with $v=\tau r$ and $B=x/\tau+s$. The square roots leave $\sqrt r=e^{-\tau w_\tau/2}$ (`hroot`), and the source contributes

$$\frac{\tau r}{2}\left(\frac x\tau+s\right)^2=\frac{r x^2}{2\tau}+rsx+\frac{\tau r s^2}{2}.$$

Using $r-1=\tau^2/2-\tau a$, the total coefficient of $x^2$ is

$$-\frac\tau4+\frac{r-1}{2\tau}=-\frac\tau4+\frac\tau4-\frac a2=-\frac a2 .$$

This collection of exponents is `e2`. The packet keeps its width, and its centre moves towards the origin by the factor $r$.

```lean
/-- One step keeps the exponent `a` of a packet and contracts its source `s` by `exp (-τ w)`,
with an explicit prefactor. -/
theorem step_packet {τ : ℝ} (hτ : 0 < τ) (s x : ℝ) :
    step τ (packet τ s) x = exp (-(τ * freq τ / 2)) *
      exp (s ^ 2 * τ * exp (-(τ * freq τ)) / 2) *
        packet τ (s * exp (-(τ * freq τ))) x := by
  obtain ⟨h1, h2⟩ := exp_freq hτ
  obtain ⟨r, hr⟩ : ∃ r, r = exp (-(τ * freq τ)) := ⟨_, rfl⟩
  have hr0 : 0 < r := hr ▸ Real.exp_pos _
  have hri : r⁻¹ = 1 + τ ^ 2 / 2 + τ * width τ := by
    rw [hr, Real.exp_neg, inv_inv, h1]
  have hrg : r = exp (-(τ * freq τ / 2)) ^ 2 := by
    rw [hr, sq, ← Real.exp_add]
    congr 1
    ring
  rw [← hr] at h2 ⊢
  -- the integrand is a Gaussian of variance τ r in y
  have hint : ∀ y : ℝ, heatKernel τ (x - y) * (exp (-(τ * y ^ 2 / 4)) * packet τ s y) =
      exp (-(x ^ 2 / (2 * τ))) / √(2 * π * τ) *
        exp (-(y ^ 2 / (2 * (τ * r))) + (x / τ + s) * y) := by
    intro y
    have hy : y ^ 2 / (2 * (τ * r)) =
        y ^ 2 / (2 * τ) * (1 + τ ^ 2 / 2 + τ * width τ) := by
      rw [← hri, ← div_eq_mul_inv, div_div, mul_assoc]
    have e : exp (-((x - y) ^ 2 / (2 * τ))) *
        (exp (-(τ * y ^ 2 / 4)) * exp (-(width τ * y ^ 2 / 2) + s * y)) =
        exp (-(x ^ 2 / (2 * τ))) * exp (-(y ^ 2 / (2 * (τ * r))) + (x / τ + s) * y) := by
      rw [← Real.exp_add, ← Real.exp_add, ← Real.exp_add, hy]
      congr 1
      field_simp
      ring
    simp only [heatKernel, packet]
    linear_combination e / √(2 * π * τ)
  have hS : √(2 * π * τ) ≠ 0 := (Real.sqrt_pos.2 (by positivity)).ne'
  have hroot : √(2 * π * (τ * r)) = √(2 * π * τ) * exp (-(τ * freq τ / 2)) := by
    rw [← mul_assoc, Real.sqrt_mul (by positivity), hrg, Real.sqrt_sq (Real.exp_pos _).le]
  -- collect the exponents that remain after integration
  have e2 : exp (-(τ * x ^ 2 / 4)) *
      (exp (-(x ^ 2 / (2 * τ))) * exp (τ * r * (x / τ + s) ^ 2 / 2)) =
      exp (s ^ 2 * τ * r / 2) * exp (-(width τ * x ^ 2 / 2) + s * r * x) := by
    rw [← Real.exp_add, ← Real.exp_add, ← Real.exp_add, h2]
    congr 1
    field_simp
    ring
  unfold step
  simp only [hint]
  rw [integral_const_mul, integral_gaussian_source (mul_pos hτ hr0), hroot]
  simp only [packet]
  calc _ = (√(2 * π * τ) * (√(2 * π * τ))⁻¹) * exp (-(τ * freq τ / 2)) *
        (exp (-(τ * x ^ 2 / 4)) *
          (exp (-(x ^ 2 / (2 * τ))) * exp (τ * r * (x / τ + s) ^ 2 / 2))) := by ring
    _ = _ := by
        rw [mul_inv_cancel₀ hS, e2]
        ring
```

## (f) The eigenvalue equation

Let $\tau,w>0$ satisfy $\cosh(\tau w)=1+\tau^2/2$. Show that

$$S_\tau\,e^{-ax^2/2}=e^{-\tau w/2}\,e^{-ax^2/2}.$$

By (b), $w=w_\tau$; now set $s=0$ in (e). The function is unnormalised. Multiplying it by $(a/\pi)^{1/4}$ gives unit $L^2$ norm and, by linearity, the same eigenvalue.

For walkers distributed in proportion to this Gaussian, one step without the factor $e^{\tau E_T}$ multiplies the expected total weight by $e^{-\tau w/2}$. Minus the logarithm of this multiplier, divided by $\tau$, is the energy $w/2$.

```lean
/-- The split step maps `exp (-a x² / 2)`, `a = √(1 + τ² / 4)`, to `exp (-τ w / 2)` times itself,
where `w > 0` and `cosh (τ w) = 1 + τ² / 2`. -/
theorem step_gaussian {τ w : ℝ} (hτ : 0 < τ) (hw : 0 < w)
    (hc : cosh (τ * w) = 1 + τ ^ 2 / 2) (x : ℝ) :
    step τ (fun y => exp (-(√(1 + τ ^ 2 / 4) * y ^ 2 / 2))) x =
      exp (-(τ * w / 2)) * exp (-(√(1 + τ ^ 2 / 4) * x ^ 2 / 2)) := by
  have h := step_packet hτ 0 x
  rw [← (freq_iff hτ).1 ⟨hw, hc⟩] at h
  -- without a source the packet is the plain Gaussian
  have hp : packet τ 0 = fun y => exp (-(√(1 + τ ^ 2 / 4) * y ^ 2 / 2)) := by
    funext y
    simp [packet, width]
  rw [hp] at h
  simpa [packet, width] using h
```

## (g) Polynomial bounds on arsinh

Show that, for $x\ge0$,

$$x-\frac{x^3}{6}\le\mathrm{arsinh}\,x\le x-\frac{x^3}{6}+\frac{3x^5}{40}.$$

All three expressions vanish at $x=0$, so it is enough to compare derivatives. With $k=\sqrt{1+x^2}\ge1$, the derivative of $\mathrm{arsinh}$ is $1/k$, and substituting $x^2=k^2-1$ gives

$$\frac1k-1+\frac{x^2}{2}=\frac{(k-1)^2(k+2)}{2k}\ge0,$$

$$1-\frac{x^2}{2}+\frac{3x^4}{8}-\frac1k=\frac{(k-1)^3(3k^2+9k+8)}{8k}\ge0 .$$

The proof turns these signs into the monotonicity statements `lo` and `hi`, then compares the values at $0$ and $x$.

```lean
/-- For `x ≥ 0`, `arsinh x` lies between its Taylor polynomials of degree three and five. -/
theorem arsinh_bounds {x : ℝ} (hx : 0 ≤ x) :
    x - x ^ 3 / 6 ≤ arsinh x ∧ arsinh x ≤ x - x ^ 3 / 6 + 3 * x ^ 5 / 40 := by
  have hk : ∀ y : ℝ, 1 ≤ √(1 + y ^ 2) ∧ y ^ 2 = √(1 + y ^ 2) ^ 2 - 1 := fun y =>
    ⟨Real.one_le_sqrt.2 (by nlinarith [sq_nonneg y]),
      by rw [Real.sq_sqrt (by positivity)]; ring⟩
  have d3 : ∀ y : ℝ, HasDerivAt (fun z : ℝ => z - z ^ 3 / 6) (1 - y ^ 2 / 2) y := fun y =>
    ((hasDerivAt_id' y).fun_sub ((hasDerivAt_pow 3 y).div_const 6)).congr_deriv
      (by norm_num; ring)
  have d5 : ∀ y : ℝ, HasDerivAt (fun z : ℝ => 3 * z ^ 5 / 40) (3 * y ^ 4 / 8) y := fun y =>
    (((hasDerivAt_pow 5 y).const_mul 3).div_const 40).congr_deriv (by norm_num; ring)
  have lo : Monotone (fun z : ℝ => arsinh z - (z - z ^ 3 / 6)) := by
    have hd := fun y : ℝ => (Real.hasDerivAt_arsinh y).fun_sub (d3 y)
    refine monotone_of_deriv_nonneg (fun y => (hd y).differentiableAt) (fun y => ?_)
    rw [(hd y).deriv]
    obtain ⟨h1, h2⟩ := hk y
    generalize √(1 + y ^ 2) = k at h1 h2 ⊢
    have hk0 : 0 < k := by linarith
    have e : k⁻¹ - (1 - y ^ 2 / 2) = (k - 1) ^ 2 * (k + 2) / (2 * k) := by
      rw [h2]
      field_simp
      ring
    rw [e]
    positivity
  have hi : Monotone (fun z : ℝ => z - z ^ 3 / 6 + 3 * z ^ 5 / 40 - arsinh z) := by
    have hd := fun y : ℝ => ((d3 y).fun_add (d5 y)).fun_sub (Real.hasDerivAt_arsinh y)
    refine monotone_of_deriv_nonneg (fun y => (hd y).differentiableAt) (fun y => ?_)
    rw [(hd y).deriv]
    obtain ⟨h1, h2⟩ := hk y
    generalize √(1 + y ^ 2) = k at h1 h2 ⊢
    have hk0 : 0 < k := by linarith
    have hk1 : 0 ≤ k - 1 := by linarith
    have e : 1 - y ^ 2 / 2 + 3 * y ^ 4 / 8 - k⁻¹ =
        (k - 1) ^ 3 * (3 * k ^ 2 + 9 * k + 8) / (8 * k) := by
      rw [show y ^ 4 = (y ^ 2) ^ 2 by ring, h2]
      field_simp
      ring
    rw [e]
    positivity
  have h1 := lo hx
  have h2 := hi hx
  norm_num at h1 h2
  constructor <;> linarith
```

## (h) Two-sided energy bounds

Show that, for every $\tau>0$,

$$\frac12-\frac{\tau^2}{48}\le\frac{w_\tau}{2}\le\frac12-\frac{\tau^2}{48}+\frac{3\tau^4}{1280}.$$

Since $w_\tau/2=\mathrm{arsinh}(\tau/2)/\tau$, put $x=\tau/2$ in (g) and divide by $\tau$.

```lean
/-- The energy `w / 2` of the split step is `1 / 2 - τ² / 48` up to an excess of at most
`3 τ⁴ / 1280`. -/
theorem energy_bounds {τ : ℝ} (hτ : 0 < τ) :
    1 / 2 - τ ^ 2 / 48 ≤ freq τ / 2 ∧
      freq τ / 2 ≤ 1 / 2 - τ ^ 2 / 48 + 3 * τ ^ 4 / 1280 := by
  obtain ⟨h1, h2⟩ := arsinh_bounds (half_pos hτ).le
  have e : freq τ / 2 = arsinh (τ / 2) / τ := by
    unfold freq
    ring
  rw [e, le_div_iff₀ hτ, div_le_iff₀ hτ]
  constructor <;> nlinarith [h1, h2]
```

## (i) The leading time-step error

Show that

$$\lim_{\tau\to0^+}\frac{w_\tau/2-1/2}{\tau^2}=-\frac1{48}.$$

Subtract $1/2$ in (h) and divide by $\tau^2$:

$$-\frac1{48}\le\frac{w_\tau/2-1/2}{\tau^2}\le-\frac1{48}+\frac{3\tau^2}{1280}.$$

Both bounds tend to $-1/48$. In Lean, `𝓝[>] 0` expresses the approach through positive $\tau$.

The exact ground-state energy is $1/2$, so for one particle in a one-dimensional harmonic well, projected without importance sampling, the leading time-step bias of the energy in (f) is $-\tau^2/48$. Whether an arbitrary starting function converges to the Gaussian is a separate question, which these theorems leave open.

```lean
/-- The time-step error of the energy, divided by `τ²`, tends to `-1 / 48` as `τ` tends to zero
from above. -/
theorem energy_error_limit :
    Tendsto (fun τ : ℝ => (freq τ / 2 - 1 / 2) / τ ^ 2) (𝓝[>] 0) (𝓝 (-1 / 48)) := by
  have hup : Tendsto (fun τ : ℝ => -1 / 48 + 3 * τ ^ 2 / 1280) (𝓝[>] 0) (𝓝 (-1 / 48)) :=
    (Continuous.tendsto' (by fun_prop) 0 (-1 / 48) (by norm_num)).mono_left nhdsWithin_le_nhds
  refine tendsto_of_tendsto_of_tendsto_of_le_of_le' tendsto_const_nhds hup ?_ ?_
  · filter_upwards [self_mem_nhdsWithin] with τ hτ
    have hτ' : 0 < τ := hτ
    rw [le_div_iff₀ (by positivity)]
    linarith [(energy_bounds hτ').1]
  · filter_upwards [self_mem_nhdsWithin] with τ hτ
    have hτ' : 0 < τ := hτ
    rw [div_le_iff₀ (by positivity)]
    nlinarith [(energy_bounds hτ').2]

end

end SplitOscillatorProjection
```

```lean
#print axioms SplitOscillatorProjection.step_gaussian
#print axioms SplitOscillatorProjection.energy_error_limit
```

```
'SplitOscillatorProjection.step_gaussian' depends on axioms: [propext, Classical.choice, Quot.sound]
'SplitOscillatorProjection.energy_error_limit' depends on axioms: [propext, Classical.choice, Quot.sound]
```
